# Dirac's exchange identity and the transposition class sum $T = S^2 + N(N-4)/4$ for $N$ spins 1/2

## Question

Take $N$ electrons localised on $N$ sites, one on each, so that only their spins are free. For two of them the singlet changes sign when the spins are exchanged and the triplet does not, so total spin and exchange symmetry carry the same information. For general $N$ the claim is that exchanging spins $i$ and $j$ is the operator $(1+\sigma_i\cdot\sigma_j)/2$, and that the sum of all exchanges is $S^2 + N(N-4)/4$, with $S$ the total spin. How can this be stated and proved in Lean 4 with Mathlib, together with its consequences for permutation symmetry?

## Answer

### Modelling choices

Sites are $k = 0,\dots,N-1$ (`Fin N`). A basis state is a configuration $s$ with $s_k\in\{0,1\}$ (`Config N`), where $0$ is up and $1$ is down, since $\sigma^z=\mathrm{diag}(1,-1)$. A state $\psi$ is a function from configurations to $\mathbb C$, and an operator (`Op N`) is a $2^N\times2^N$ complex matrix. Units are $\hbar=1$.

For $2\times2$ matrices $A_k$, `tensor` is the matrix with entries $\prod_k (A_k)_{s_k t_k}$ at configurations $s,t$. The Pauli matrices $\sigma^\mu$, $\mu=0,1,2$ for $x,y,z$, are `pauli`. The operator $\sigma_i^\mu$ (`sigma`) has $\sigma^\mu$ at site $i$ and the identity elsewhere. Then

$$\sigma_i\cdot\sigma_j=\sum_\mu\sigma_i^\mu\sigma_j^\mu,\qquad S^\mu=\tfrac12\sum_i\sigma_i^\mu,\qquad S^2=\sum_\mu S^\mu S^\mu$$

are `sigmaDot`, `spin` and `spinSq`. Below, $S^2$ is always this operator, while $S$ alone is a number.

For a permutation $\pi$ of the sites, $P(\pi)$ (`permOp`) has entry $1$ at $(s,t)$ when $s\circ\pi=t$ and $0$ otherwise. It sends the basis state $t$ to $s$ with $s_{\pi(k)}=t_k$, so the spin at $k$ moves to $\pi(k)$. With $P_{ij}=P((i\,j))$ for the transposition of $i$ and $j$, the class sum is $T=\sum_{i<j}P_{ij}$ (`classSum`, where `Ioi i` is the set of $j>i$).

The content of the box in row $r$ and column $c$, both counted from $0$, is $c-r$. For two rows of lengths $a$ and $b$, `twoRowContent a b` is $C(a,b)=\sum_{c<a}c+\sum_{c<b}(c-1)$.

### Derivation by hand

*Representation.* Summing over an intermediate configuration $u$,
$$[P(\pi)P(\rho)]_{st}=\sum_u\delta_{s\circ\pi,\,u}\,\delta_{u\circ\rho,\,t}=\delta_{s\circ\pi\circ\rho,\,t}=P(\pi\rho)_{st},$$
and $P(1)=1$.

*Exchange identity.* Any $2\times2$ matrix satisfies $M=\tfrac12\big(\operatorname{tr}M\cdot 1+\sum_\mu\operatorname{tr}(\sigma^\mu M)\,\sigma^\mu\big)$. Take for $M$ the matrix whose only nonzero entry is a $1$ in row $t_j$, column $s_j$, so that $\operatorname{tr}M=\delta_{s_jt_j}$ and $\operatorname{tr}(\sigma^\mu M)=\sigma^\mu_{s_jt_j}$. Its $(s_i,t_i)$ entry gives
$$\delta_{s_jt_i}\,\delta_{s_it_j}=\tfrac12\Big(\delta_{s_it_i}\delta_{s_jt_j}+\sum_\mu\sigma^\mu_{s_it_i}\sigma^\mu_{s_jt_j}\Big).$$
Let $i\neq j$ and $R=\prod_{k\ne i,j}\delta_{s_kt_k}$. Tensor products multiply site by site and $\delta_{st}=\prod_k\delta_{s_kt_k}$, so
$$(P_{ij})_{st}=\delta_{s_jt_i}\delta_{s_it_j}R,\qquad 1_{st}=\delta_{s_it_i}\delta_{s_jt_j}R,\qquad(\sigma_i^\mu\sigma_j^\mu)_{st}=\sigma^\mu_{s_it_i}\sigma^\mu_{s_jt_j}R.$$
Multiplying the completeness relation by $R$ yields $P_{ij}=\tfrac12(1+\sigma_i\cdot\sigma_j)$.

*Class sum.* Expanding the square, $4S^2=\sum_{i,j}\sigma_i\cdot\sigma_j$, so $\sum_{i,j}(\sigma_i\cdot\sigma_j+1)=4S^2+N^2$. Each diagonal term is $3+1$ because $(\sigma^\mu)^2=1$. Each off-diagonal term is $2P_{ij}$, symmetric in $i,j$, so every pair counts twice. Hence $4S^2+N^2=4N+4T$, that is
$$T=S^2+\tfrac{N(N-4)}4 .$$
For $N=1$ this reads $0=\tfrac34-\tfrac34$. For $N=2$ it reads $P_{01}=S^2-1$, which is $+1$ on the triplet and $-1$ on the singlet $(|01\rangle-|10\rangle)/\sqrt2$.

*Two rows.* From $\sum_{c<n}c=n(n-1)/2$ follows $C(a,b)=\tfrac12(a^2+b^2)-\tfrac a2-\tfrac{3b}2$. With $a+b=N$ and $S=(a-b)/2$,
$$S(S+1)+\tfrac{N(N-4)}4=\tfrac{(a-b)^2+(a+b)^2}4+\tfrac{a-b}2-(a+b)=C(a,b).$$
Since $T$ and $S^2$ differ by the constant $N(N-4)/4$, $T\psi=C(a,b)\psi$ holds exactly when $S^2\psi=S(S+1)\psi$.

*Symmetric states.* The number of pairs is $N(N-1)/2=\tfrac N2(\tfrac N2+1)+\tfrac{N(N-4)}4$, so
$$\sum_{i<j}(\psi-P_{ij}\psi)=\Big[\tfrac N2\big(\tfrac N2+1\big)-S^2\Big]\psi .$$
If $\psi$ is invariant under all permutations, the left side vanishes and $S^2\psi=\tfrac N2(\tfrac N2+1)\psi$. Conversely, put $\phi_{ij}=\psi-P_{ij}\psi$. As $P_{ij}^2=1$, $P_{ij}\phi_{ij}=-\phi_{ij}$, and as $P_{ij}$ is Hermitian,
$$\|\phi_{ij}\|^2=\langle\psi,\phi_{ij}\rangle-\langle\psi,P_{ij}\phi_{ij}\rangle=2\langle\psi,\phi_{ij}\rangle .$$
If the right side of the sum rule vanishes, then $\sum_{i<j}\|\phi_{ij}\|^2=0$, so every $\phi_{ij}=0$. Every permutation is a product of transpositions, and the representation property extends the invariance to all $\pi$.

### The Lean file

```lean
import Mathlib

open Matrix Finset Complex Equiv
open scoped ComplexOrder

namespace SpinPermutation

noncomputable section

/-- Basis states of `N` spin-1/2 particles: up or down at each site. -/
abbrev Config (N : ℕ) := Fin N → Fin 2

/-- Operators on the `2^N`-dimensional spin space. -/
abbrev Op (N : ℕ) := Matrix (Config N) (Config N) ℂ

/-- Operators on a single spin. -/
abbrev M2 := Matrix (Fin 2) (Fin 2) ℂ

variable {N : ℕ}

/-- The Pauli matrices σx, σy, σz. -/
def pauli : Fin 3 → M2 := ![!![0, 1; 1, 0], !![0, -I; I, 0], !![1, 0; 0, -1]]

/-- Tensor product of one single-spin operator per site. -/
def tensor (A : Fin N → M2) : Op N := of fun s t => ∏ k, A k (s k) (t k)

/-- The Pauli matrix `a` acting on particle `i`, with the identity on all other particles. -/
def sigma (i : Fin N) (a : Fin 3) : Op N := tensor fun k => if k = i then pauli a else 1

/-- The scalar product σᵢ·σⱼ. -/
def sigmaDot (i j : Fin N) : Op N := ∑ a, sigma i a * sigma j a

/-- Component `a` of the total spin, Sᵃ = ½ Σᵢ σᵢᵃ. -/
def spin (N : ℕ) (a : Fin 3) : Op N := (1 / 2 : ℂ) • ∑ i, sigma i a

/-- The square of the total spin, S² = Σₐ SᵃSᵃ. -/
def spinSq (N : ℕ) : Op N := ∑ a, spin N a * spin N a

/-- The operator that moves the spin at site `k` to site `π k`. -/
def permOp (π : Perm (Fin N)) : Op N := of fun s t => if s ∘ π = t then 1 else 0

/-- The class sum of transpositions: one exchange operator for each pair `i < j`. -/
def classSum (N : ℕ) : Op N := ∑ i, ∑ j ∈ Ioi i, permOp (swap i j)

/-- Sum of the contents (column minus row) of the boxes of two rows of lengths `a` and `b`. -/
def twoRowContent (a b : ℕ) : ℂ := ∑ c ∈ range a, (c : ℂ) + ∑ c ∈ range b, ((c : ℂ) - 1)

/-- Tensor products multiply site by site. -/
theorem tensor_mul (A B : Fin N → M2) : tensor A * tensor B = tensor fun k => A k * B k := by
  ext s t
  simp only [tensor, mul_apply, of_apply, ← Finset.prod_mul_distrib]
  have := Finset.prod_univ_sum (fun _ : Fin N => (univ : Finset (Fin 2)))
    (fun k x => A k (s k) x * B k x (t k))
  rw [Fintype.piFinset_univ] at this
  exact this.symm

/-- The Kronecker delta of two configurations is the product of the single-site deltas. -/
theorem delta_eq_prod (s t : Config N) :
    (if s = t then (1 : ℂ) else 0) = ∏ k, (1 : M2) (s k) (t k) := by
  by_cases h : s = t
  · subst h
    simp
  · obtain ⟨k, hk⟩ := Function.ne_iff.mp h
    rw [if_neg h]
    symm
    refine Finset.prod_eq_zero (mem_univ k) ?_
    exact Matrix.one_apply_ne hk

/-- The permutation operators form a representation of the symmetric group. -/
theorem permOp_rep : permOp (1 : Perm (Fin N)) = 1 ∧
    ∀ π ρ : Perm (Fin N), permOp (π * ρ) = permOp π * permOp ρ := by
  refine ⟨?_, fun π ρ => ?_⟩
  · ext s t
    simp [permOp, Matrix.one_apply]
  · ext s t
    simp only [permOp, mul_apply, of_apply, ite_mul, one_mul, zero_mul, Finset.sum_ite_eq,
      mem_univ, if_true]
    rfl

/-- Completeness relation of the Pauli matrices: δ_cb δ_ad = ½ (δ_ab δ_cd + σ_ab · σ_cd). -/
theorem pauli_completeness (a b c d : Fin 2) :
    (1 : M2) c b * (1 : M2) a d =
      1 / 2 * ((1 : M2) a b * (1 : M2) c d + ∑ x, pauli x a b * pauli x c d) := by
  fin_cases a <;> fin_cases b <;> fin_cases c <;> fin_cases d <;>
    simp [pauli, Fin.sum_univ_three] <;> norm_num

/-- On a single particle σᵢ·σᵢ = 3. -/
theorem sigmaDot_self (i : Fin N) : sigmaDot i i = (3 : ℂ) • (1 : Op N) := by
  have h : ∀ a, sigma i a * sigma i a = 1 := by
    intro a
    have hp : pauli a * pauli a = 1 := by
      ext x y
      fin_cases a <;> fin_cases x <;> fin_cases y <;>
        simp [pauli, Matrix.mul_apply, Fin.sum_univ_two]
    have e : (fun k : Fin N => (if k = i then pauli a else 1) * (if k = i then pauli a else 1))
        = fun _ => 1 := by
      funext k
      by_cases hk : k = i <;> simp [hk, hp]
    rw [sigma, tensor_mul, e]
    ext s t
    exact (Matrix.one_apply.trans (delta_eq_prod s t)).symm
  simp only [sigmaDot, h, Fin.sum_univ_three]
  module

/-- Dirac's spin exchange identity: the transposition of particles `i ≠ j` acts as
(1 + σᵢ·σⱼ)/2. -/
theorem dirac_exchange {i j : Fin N} (hij : i ≠ j) :
    permOp (swap i j) = (1 / 2 : ℂ) • (1 + sigmaDot i j) := by
  have split : ∀ f : Fin N → ℂ,
      ∏ k, f k = f i * f j * ∏ k ∈ (univ.erase i).erase j, f k := by
    intro f
    rw [mul_assoc, Finset.mul_prod_erase _ f (mem_erase.mpr ⟨hij.symm, mem_univ j⟩),
      Finset.mul_prod_erase _ f (mem_univ i)]
  ext s t
  -- the spectator sites contribute a common factor R
  obtain ⟨R, hR⟩ : ∃ R, R = ∏ k ∈ (univ.erase i).erase j, (1 : M2) (s k) (t k) := ⟨_, rfl⟩
  have h1 : permOp (swap i j) s t = (1 : M2) (s j) (t i) * (1 : M2) (s i) (t j) * R := by
    have e1 : (s ∘ ⇑(Equiv.swap i j)) i = s j := by simp
    have e2 : (s ∘ ⇑(Equiv.swap i j)) j = s i := by simp
    rw [permOp, of_apply, delta_eq_prod, split, hR, e1, e2]

    congr 1
    refine Finset.prod_congr rfl fun k hk => ?_
    simp only [mem_erase] at hk
    have e3 : (s ∘ ⇑(Equiv.swap i j)) k = s k := by
      rw [Function.comp_apply, Equiv.swap_apply_of_ne_of_ne hk.2.1 hk.1]
    exact congrArg (fun x => (1 : M2) x (t k)) e3
  have h2 : (1 : Op N) s t = (1 : M2) (s i) (t i) * (1 : M2) (s j) (t j) * R := by
    rw [hR]
    exact (Matrix.one_apply.trans (delta_eq_prod s t)).trans (split _)
  have h3 : ∀ a, (sigma i a * sigma j a) s t =
      pauli a (s i) (t i) * pauli a (s j) (t j) * R := by
    intro a
    rw [sigma, sigma, tensor_mul, tensor, of_apply, split, hR]
    congr 1
    · simp [hij, hij.symm]
    · refine Finset.prod_congr rfl fun k hk => ?_
      simp only [mem_erase] at hk
      simp [hk.1, hk.2.1]
  simp only [Matrix.smul_apply, Matrix.add_apply, sigmaDot, Matrix.sum_apply, h1, h2, h3,
    smul_eq_mul]
  rw [← Finset.sum_mul]
  linear_combination R * pauli_completeness (s i) (t i) (s j) (t j)

/-- A symmetric double sum over particles is the diagonal plus twice the sum over pairs. -/
theorem pair_sum {M : Type*} [AddCommMonoid M] (f : Fin N → Fin N → M)
    (hf : ∀ i j, f i j = f j i) :
    ∑ i, ∑ j, f i j = ∑ i, f i i + 2 • ∑ i, ∑ j ∈ Ioi i, f i j := by
  have key : ∀ i j, f i j = (if i = j then f i j else 0) + (if i < j then f i j else 0)
      + (if j < i then f j i else 0) := by
    intro i j
    rcases lt_trichotomy i j with h | rfl | h
    · simp [h, h.ne, lt_asymm h]
    · simp
    · simp [h, h.ne', lt_asymm h, hf i j]
  have hI : ∀ i, ∑ j ∈ Ioi i, f i j = ∑ j, if i < j then f i j else 0 := by
    intro i
    rw [← Finset.sum_filter]
    congr 1
    ext j
    simp
  have hC : (∑ i, ∑ j, if j < i then f j i else 0) = ∑ i, ∑ j, if i < j then f i j else 0 :=
    Finset.sum_comm
  rw [Finset.sum_congr rfl fun i _ => Finset.sum_congr rfl fun j _ => key i j]
  simp only [Finset.sum_add_distrib, hI, Finset.sum_ite_eq, mem_univ, if_true]
  rw [hC, two_nsmul, add_assoc]

/-- The class sum of all transpositions equals S² + N(N - 4)/4. -/
theorem classSum_eq (N : ℕ) :
    classSum N = spinSq N + ((N : ℂ) * (N - 4) / 4) • (1 : Op N) := by
  have e : ∑ i : Fin N, ∑ j, sigmaDot i j = ∑ a, (∑ i, sigma i a) * (∑ j, sigma j a) := by
    simp only [sigmaDot, Finset.sum_mul_sum]
    symm
    rw [Finset.sum_comm]
    exact Finset.sum_congr rfl fun i _ => Finset.sum_comm
  have hS : spinSq N = (1 / 4 : ℂ) • ∑ i : Fin N, ∑ j, sigmaDot i j := by
    rw [e, Finset.smul_sum, spinSq]
    refine Finset.sum_congr rfl fun a _ => ?_
    rw [spin, smul_mul_assoc, mul_smul_comm, smul_smul]
    norm_num
  have hoff : ∀ i j : Fin N, i ≠ j → sigmaDot i j + 1 = (2 : ℂ) • permOp (swap i j) := by
    intro i j hij
    rw [dirac_exchange hij]
    module
  have hsym : ∀ i j : Fin N, sigmaDot i j + 1 = sigmaDot j i + 1 := by
    intro i j
    rcases eq_or_ne i j with rfl | h
    · rfl
    · rw [hoff i j h, hoff j i h.symm, Equiv.swap_comm]
  have hT : ∑ i : Fin N, ∑ j ∈ Ioi i, (sigmaDot i j + 1) = (2 : ℂ) • classSum N := by
    simp only [classSum, Finset.smul_sum]
    exact Finset.sum_congr rfl fun i _ => Finset.sum_congr rfl fun j hj =>
      hoff i j (mem_Ioi.mp hj).ne
  -- 4 S² + N² = 4 N + 4 T
  have h := pair_sum (fun i j : Fin N => sigmaDot i j + 1) hsym
  simp only [hT] at h
  simp only [Finset.sum_add_distrib, sigmaDot_self, Finset.sum_const, card_univ,
    Fintype.card_fin, ← Nat.cast_smul_eq_nsmul ℂ, Nat.cast_ofNat] at h
  rw [hS]
  linear_combination (norm := module) (-1 / 4 : ℂ) • h

/-- For `a + b = N`, the class sum multiplies ψ by the content sum of two rows of lengths
`a`, `b` exactly when S² ψ = S(S + 1) ψ with S = (a - b)/2. -/
theorem two_row_iff_spin {a b : ℕ} (hab : a + b = N) (ψ : Config N → ℂ) :
    classSum N *ᵥ ψ = twoRowContent a b • ψ ↔
      spinSq N *ᵥ ψ = (((a : ℂ) - b) / 2 * (((a : ℂ) - b) / 2 + 1)) • ψ := by
  have hc : ∀ n : ℕ, ∑ c ∈ range n, (c : ℂ) = n * (n - 1) / 2 := by
    intro n
    induction n with
    | zero => simp
    | succ n ih => rw [Finset.sum_range_succ, ih]; push_cast; ring
  have hcont : twoRowContent a b =
      ((a : ℂ) - b) / 2 * (((a : ℂ) - b) / 2 + 1) + (N : ℂ) * (N - 4) / 4 := by
    simp only [twoRowContent, Finset.sum_sub_distrib, hc, Finset.sum_const, card_range,
      nsmul_eq_mul, ← hab]
    push_cast
    ring
  rw [classSum_eq, add_mulVec, smul_mulVec, one_mulVec, hcont, add_smul, add_left_inj]

/-- A spin state is invariant under every permutation of the particles exactly when
S² ψ = (N/2)(N/2 + 1) ψ. -/
theorem symmetric_iff_max_spin (ψ : Config N → ℂ) :
    (∀ π : Perm (Fin N), permOp π *ᵥ ψ = ψ) ↔
      spinSq N *ᵥ ψ = ((N : ℂ) / 2 * (N / 2 + 1)) • ψ := by
  have hC : ∑ i : Fin N, ∑ _j ∈ Ioi i, (1 : ℂ) = N / 2 * (N / 2 + 1) + N * (N - 4) / 4 := by
    have h := pair_sum (fun _ _ : Fin N => (1 : ℂ)) (fun _ _ => rfl)
    have e1 : ∑ _i : Fin N, ∑ _j : Fin N, (1 : ℂ) = N * N := by simp
    have e2 : ∑ _i : Fin N, (1 : ℂ) = N := by simp
    rw [e1, e2, two_nsmul] at h
    linear_combination (-1 / 2 : ℂ) * h
  have hD : ∑ i, ∑ j ∈ Ioi i, (ψ - permOp (swap i j) *ᵥ ψ) =
      ((N : ℂ) / 2 * (N / 2 + 1)) • ψ - spinSq N *ᵥ ψ := by
    have e : ∑ i, ∑ j ∈ Ioi i, (ψ - permOp (swap i j) *ᵥ ψ) =
        (∑ i : Fin N, ∑ _j ∈ Ioi i, (1 : ℂ)) • ψ - classSum N *ᵥ ψ := by
      simp only [Finset.sum_sub_distrib, classSum, Matrix.sum_mulVec, Finset.sum_smul, one_smul]
    rw [e, hC, classSum_eq, add_mulVec, smul_mulVec, one_mulVec]
    module
  refine ⟨fun h => ?_, fun h π => ?_⟩
  · simp only [h, sub_self, Finset.sum_const_zero] at hD
    exact (sub_eq_zero.mp hD.symm).symm
  -- ‖ψ - Pψ‖² = 2 ⟨ψ, ψ - Pψ⟩ since P is Hermitian and squares to 1
  have hq : ∀ i j, star (ψ - permOp (swap i j) *ᵥ ψ) ⬝ᵥ (ψ - permOp (swap i j) *ᵥ ψ) =
      2 * (star ψ ⬝ᵥ (ψ - permOp (swap i j) *ᵥ ψ)) := by
    intro i j
    have hH : (permOp (swap i j))ᴴ = permOp (swap i j) := by
      ext s t
      have : t ∘ swap i j = s ↔ s ∘ swap i j = t := by
        constructor <;> rintro rfl <;> funext k <;> simp
      simp only [conjTranspose_apply, permOp, of_apply, this]
      split_ifs <;> simp
    rw [star_sub, sub_dotProduct, star_mulVec, hH, ← dotProduct_mulVec, mulVec_sub,
      mulVec_mulVec, ← permOp_rep.2, Equiv.swap_mul_self, permOp_rep.1, one_mulVec]
    simp only [dotProduct_sub]
    ring
  have hz : ∑ i, ∑ j ∈ Ioi i,
      star (ψ - permOp (swap i j) *ᵥ ψ) ⬝ᵥ (ψ - permOp (swap i j) *ᵥ ψ) = 0 := by
    simp only [hq, ← Finset.mul_sum, ← dotProduct_sum]
    rw [hD, h, sub_self, dotProduct_zero, mul_zero]
  have hlt : ∀ i j : Fin N, i < j → permOp (swap i j) *ᵥ ψ = ψ := by
    intro i j hij
    have h1 := (Finset.sum_eq_zero_iff_of_nonneg fun i _ =>
      Finset.sum_nonneg fun j _ => dotProduct_star_self_nonneg _).mp hz i (mem_univ i)
    have h2 := (Finset.sum_eq_zero_iff_of_nonneg fun j _ =>
      dotProduct_star_self_nonneg _).mp h1 j (mem_Ioi.mpr hij)
    exact (sub_eq_zero.mp (dotProduct_star_self_eq_zero.mp h2)).symm
  -- transpositions generate the symmetric group
  induction π using Equiv.Perm.swap_induction_on
  next => rw [permOp_rep.1, one_mulVec]
  next f x y hxy ih =>
    rw [permOp_rep.2, ← mulVec_mulVec, ih]
    rcases lt_or_gt_of_ne hxy with hl | hl
    · exact hlt x y hl
    · rw [Equiv.swap_comm]
      exact hlt y x hl

end

end SpinPermutation
```

```lean
#print axioms SpinPermutation.dirac_exchange
-- 'SpinPermutation.dirac_exchange' depends on axioms: [propext, Classical.choice, Quot.sound]
#print axioms SpinPermutation.two_row_iff_spin
-- 'SpinPermutation.two_row_iff_spin' depends on axioms: [propext, Classical.choice, Quot.sound]
#print axioms SpinPermutation.symmetric_iff_max_spin
-- 'SpinPermutation.symmetric_iff_max_spin' depends on axioms: [propext, Classical.choice, Quot.sound]
```

### Remarks

*What the theorems say.* `dirac_exchange` is the matrix identity $P_{ij}=\tfrac12(1+\sigma_i\cdot\sigma_j)$ under the hypothesis `i ≠ j`; at $i=j$ the two sides would be $1$ and $2$. `classSum_eq` holds for every natural number $N$, with $N-4$ taken in $\mathbb C$; at $N=0$ the space is one-dimensional and both sides are zero. `two_row_iff_spin` and `symmetric_iff_max_spin` are equivalences between vector equations, with `*ᵥ` the action of a matrix on $\psi$. Both are homogeneous in $\psi$, so no normalisation enters, and $\psi=0$ satisfies both sides.

*How far the labelling goes.* `two_row_iff_spin` links an eigenvalue of $T$ to an eigenvalue of $S^2$, and $C(a,b)$ enters as a defined number. The file does not construct irreducible representations of the symmetric group of the $N$ sites, so it is representation theory taken from elsewhere, unchecked here, that identifies $C(a,b)$ as the value of $T$ on the irreducible representation with rows $a\ge b$ and supplies the Schur–Weyl decomposition of the spin space. The theorem does not assume $a\ge b$: for $a<b$ the rows form no Young diagram and $S$ is negative, yet the equivalence remains an arithmetic truth. The one-row case is settled completely, since `symmetric_iff_max_spin` characterises invariance under the whole group. Its statement concerns the eigenvalue $\tfrac N2(\tfrac N2+1)$; it does not list the spectrum of $S^2$ or say that this value is the largest.

*The proof of the exchange identity.* `tensor_mul` turns the sum over intermediate configurations into a product of single-site sums with `Finset.prod_univ_sum`. `delta_eq_prod` factorises $\delta_{st}$, and `permOp_rep` is the representation property. `pauli_completeness` is not derived from the trace expansion but checked on all sixteen choices of its four spin labels `a b c d`, which are later set to $s_i,t_i,s_j,t_j$. `sigmaDot_self` gives the diagonal value $3$. In `dirac_exchange`, `split` pulls sites $i$ and $j$ out of a product over sites, `h1`, `h2`, `h3` are the three matrix elements with the common factor $R$, and the final `linear_combination` multiplies the completeness relation by $R$.

*The proof of the class sum and its consequences.* `pair_sum` splits a symmetric double sum into the diagonal and twice the pairs $i<j$. In `classSum_eq`, `hS` is $S^2=\tfrac14\sum_{i,j}\sigma_i\cdot\sigma_j$, `hoff` rewrites an off-diagonal term as $2P_{ij}$, `hsym` obtains the symmetry from $(i\,j)=(j\,i)$, and `hT` sums the pairs to $2T$; the last line solves $4S^2+N^2=4N+4T$ for $T$. In `two_row_iff_spin`, `hc` is the arithmetic series and `hcont` the identity for $C(a,b)$, after which `add_left_inj` cancels the constant term. In `symmetric_iff_max_spin`, `hC` counts pairs, `hD` is the sum rule, `hq` the norm identity with hermiticity `hH`, and `hz` the vanishing sum of squared norms. `hlt` concludes term by term, using the order on $\mathbb C$ opened by `ComplexOrder` to say that a squared norm is non-negative. `Equiv.Perm.swap_induction_on` passes from transpositions to all permutations.

*Where it applies.* In a finite isotropic Heisenberg model of localised spins 1/2 without a magnetic field, with site spins $S_i=\sigma_i/2$, each coupling is $S_i\cdot S_j=\tfrac12P_{ij}-\tfrac14$, so, up to an additive constant, the Hamiltonian is a weighted sum of operators each of which swaps two entries of a configuration. The model holds spin only: spatial wave functions and the antisymmetry of the full electronic state, through which spin constrains spatial permutation symmetry, are absent, as are spins above 1/2.

*Another modelling.* The state space could have been Mathlib's indexed tensor product of $N$ copies of $\mathbb C^2$, with $\sigma_i^\mu$ as a factorwise linear map and $P(\pi)$ as a reindexing of factors. The permutation operators would then be defined without a basis, and site-by-site multiplication would come from composition of factorwise maps. The exchange identity would be argued on pure tensors instead of matrix entries. The norm argument used here for symmetric states would call for an inner product on that tensor product, whereas here it is the dot product `⬝ᵥ` of coefficient vectors with `star` for complex conjugation.
